# In a finite real orbital model, the first-order density response to a potential \(Kr\) is \(\chi_0Kr\) if no occupied level equals a virtual one

To choose a damping factor or a preconditioner for a self-consistent field (SCF) iteration, it helps to estimate how an error \(r\) in the input density reappears in the output density. To first order the error changes the potential by \(Kr\), where the matrix \(K\) stands for the Hartree and exchange-correlation kernel, and the orbitals respond. To first order the output error is \(\chi_0Kr\), so the Jacobian of the undamped step is \(\chi_0K\). The result below establishes this response for a finite real one-particle Hamiltonian with whole occupations, perturbed linearly by \(t\,\mathrm{Diag}(Kr)\).

## The response derived from two matrix equations

Let \(\varphi_p(x)\) be real orthonormal orbitals on finitely many sites \(x\), as many orbitals as sites, with levels \(e_p\) and Hamiltonian \(H=\sum_p e_p\varphi_p\varphi_p^T\). Indices \(i\) and \(a\) denote occupied and virtual orbitals, and \(n_p\) is 1 or 0 accordingly. Put \(v=Kr\) and \(V=\mathrm{Diag}(v)\). The density matrix \(P(t)\) is a symmetric projector commuting with \(H+tV\), and \(P(0)=\sum_i\varphi_i\varphi_i^T\). Differentiating \(P^2=P\) and the commutation relation at \(t=0\) gives, with \(P'=P'(0)\),

\[
P'=P'P(0)+P(0)P',\qquad VP(0)+HP'=P'H+P(0)V .
\]

Write \(X_{pq}=\varphi_p^TP'\varphi_q\) and \(W_{pq}=\varphi_p^TV\varphi_q=\sum_y\varphi_p(y)v(y)\varphi_q(y)\). Between orbitals \(p\) and \(q\) the two equations read

\[
X_{pq}=(n_p+n_q)X_{pq},\qquad W_{pq}n_q+e_pX_{pq}=X_{pq}e_q+n_pW_{pq}.
\]

The first gives \(X_{pq}=0\) when both orbitals are occupied (\(X=2X\)) or both virtual (\(X=0\)). For a mixed pair the second gives \((e_i-e_a)X_{ia}=W_{ia}\), and \(X_{ai}=X_{ia}\) by symmetry. If no occupied level equals a virtual one, we can divide by \(e_i-e_a\), and the first-order density change is

\[
P'(x,x)=\sum_{p,q}\varphi_p(x)X_{pq}\varphi_q(x)
=2\sum_{i,a}\varphi_i(x)\varphi_a(x)\frac{W_{ia}}{e_i-e_a}
=\sum_y\chi_0(x,y)v(y),
\]

\[
\chi_0(x,y)=2\sum_{i,a}\frac{\varphi_i(x)\varphi_a(x)\varphi_i(y)\varphi_a(y)}{e_i-e_a}.
\]

The factor 2 counts the two mixed blocks, not spin: each occupied orbital holds one electron.

A two-site dimer serves to test the hypotheses. Its orbitals are \((1,1)/\sqrt2\), occupied at level \(-1\), and \((1,-1)/\sqrt2\), virtual at level \(1\). For \(v=(1,-1)\) the formula gives the density change \((-1/2,1/2)\).

## Orbitals, density matrices and the kernel in Lean

```lean
import Mathlib

open Matrix
open scoped Topology

namespace ScfJacobian

noncomputable section

variable {n : Type*} [Fintype n] [DecidableEq n]
```

The finite type `n` labels both sites and orbitals. Derivatives are taken entry by entry at zero.

```lean
/-- The matrix path `A t` has the entrywise derivative `A'` at `t = 0`. -/
def HasEntryDeriv (A : ℝ → Matrix n n ℝ) (A' : Matrix n n ℝ) : Prop :=
  ∀ x y, HasDerivAt (fun t => A t x y) (A' x y) 0
```

Orbitals are the rows of `φ`, so `φ p x` is \(\varphi_p(x)\). Thus `spectral φ e` is \(H\), and `spectral φ (occupation occ)` is the occupied projector.

```lean
/-- The operator `∑ d_p φ_p φ_pᵀ` built from the orbitals `φ_p`, the rows of `φ`. -/
def spectral (φ : Matrix n n ℝ) (d : n → ℝ) : Matrix n n ℝ := φᵀ * diagonal d * φ

/-- Occupation number: one for occupied orbitals, zero for virtual ones. -/
def occupation (occ : Finset n) (p : n) : ℝ := if p ∈ occ then 1 else 0
```

The conditions on \(P(t)\) are required only for \(t\) near zero.

```lean
/-- Near `t = 0` the matrices `P t` are symmetric projectors that commute with `H + t V`. -/
def IsDensityPath (H V : Matrix n n ℝ) (P : ℝ → Matrix n n ℝ) : Prop :=
  ∀ᶠ t in 𝓝 (0 : ℝ), P t * P t = P t ∧ (P t)ᵀ = P t ∧
    (H + t • V) * P t = P t * (H + t • V)
```

The virtual set is the complement `occᶜ`, and the kernel is the sum over states above.

```lean
/-- The sum-over-states response kernel, for occupied levels that differ from all
virtual levels. -/
def chi0 (φ : Matrix n n ℝ) (e : n → ℝ) (occ : Finset n) : Matrix n n ℝ :=
  Matrix.of fun x y =>
    2 * ∑ i ∈ occ, ∑ a ∈ occᶜ, φ i x * φ a x * φ i y * φ a y / (e i - e a)
```

## A differentiable path of projectors that follows the Hamiltonian

The hypothesis `hP` says that the density matrix has a first-order response `P'`, with no form prescribed for it. This is assumed, not derived. The hypothesis `h`, an `IsDensityPath`, says that orbitals are filled or empty (idempotency) and that the density matrix is stationary for the perturbed Hamiltonian (commutation). Both enter the derivation where the two matrix equations are obtained.

In the proof, `HasEntryDeriv.mul` is the product rule. The lemma `first_order_relations` applies it to the products in the idempotency and commutation identities; its local step `uniq` says that paths which agree near zero have equal derivatives.

```lean
omit [DecidableEq n] in
/-- Product rule for matrix paths. -/
theorem HasEntryDeriv.mul {A B : ℝ → Matrix n n ℝ} {A' B' : Matrix n n ℝ}
    (hA : HasEntryDeriv A A') (hB : HasEntryDeriv B B') :
    HasEntryDeriv (fun t => A t * B t) (A' * B 0 + A 0 * B') := by
  intro x y
  have h : HasDerivAt (fun t => ∑ z, A t x z * B t z y)
      (∑ z, (A' x z * B 0 z y + A 0 x z * B' z y)) 0 :=
    HasDerivAt.fun_sum fun z _ => (hA x z).fun_mul (hB z y)
  simpa only [Matrix.mul_apply, Matrix.add_apply, ← Finset.sum_add_distrib] using h

/-- The derivative of a differentiable path of symmetric projectors commuting with `H + t V` is
symmetric and obeys the linearised idempotency and commutation relations. -/
theorem first_order_relations {H V P' : Matrix n n ℝ} {P : ℝ → Matrix n n ℝ}
    (hP : HasEntryDeriv P P') (h : IsDensityPath H V P) :
    P' = P' * P 0 + P 0 * P' ∧ P'ᵀ = P' ∧ V * P 0 + H * P' = P' * H + P 0 * V := by
  -- paths that agree near 0 have the same derivative
  have uniq : ∀ {A B : ℝ → Matrix n n ℝ} {A' B' : Matrix n n ℝ}, HasEntryDeriv A A' →
      HasEntryDeriv B B' → (∀ᶠ t in 𝓝 (0 : ℝ), A t = B t) → A' = B' := by
    intro A B A' B' hA hB h
    ext x y
    exact (hA x y).unique ((hB x y).congr_of_eventuallyEq
      (h.mono fun t ht => by show A t x y = B t x y; rw [ht]))
  have hG : HasEntryDeriv (fun t => H + t • V) V := fun x y =>
    (((hasDerivAt_id (0 : ℝ)).mul_const (V x y)).const_add (H x y)).congr_deriv (one_mul _)
  have hT : HasEntryDeriv (fun t => (P t)ᵀ) P'ᵀ := fun x y => hP y x
  have hc := uniq (hG.mul hP) (hP.mul hG) (h.mono fun t ht => ht.2.2)
  exact ⟨uniq hP (hP.mul hP) (h.mono fun t ht => ht.1.symm),
    uniq hT hP (h.mono fun t ht => ht.2.1), by simpa only [zero_smul, add_zero] using hc⟩
```

The dimer shows what each condition does:

- If \(P(t)\) jumps to the virtual projector of \(H+tV\) for \(t\neq0\), the other conditions hold and there is no derivative. At least continuity at zero is needed.
- Without idempotency, adding \(t\) times the identity to a valid path changes the density derivative by 1 on each site.
- Without commutation, the constant path \(P(t)=P(0)\) has no response at all.

Symmetry is a convenience: the commutation equation for the pair \((a,i)\) also gives \(X_{ai}=W_{ai}/(e_i-e_a)\).

## Orthonormal orbitals

The hypothesis `hφ : φ * φᵀ = 1` says that the orbitals are orthonormal; since `φ` is square, they are also complete. By hand it is used to pass to matrix elements and back to sites. In Lean, `orbital_elements` inserts `φ * φᵀ = 1` to turn multiplication by \(H\) or \(P(0)\) into multiplication by a level or an occupation.

```lean
/-- Between orthonormal orbitals, a factor `∑ d_p φ_p φ_pᵀ` on the right or left of `A`
multiplies the matrix elements of `A` by `d_q` or `d_p`. -/
theorem orbital_elements {φ : Matrix n n ℝ} (hφ : φ * φᵀ = 1) (d : n → ℝ)
    (A : Matrix n n ℝ) (p q : n) :
    (φ * (A * spectral φ d) * φᵀ) p q = (φ * A * φᵀ) p q * d q ∧
    (φ * (spectral φ d * A) * φᵀ) p q = d p * (φ * A * φᵀ) p q := by
  have h1 : φ * (A * spectral φ d) * φᵀ = φ * A * φᵀ * diagonal d := by
    calc _ = φ * A * φᵀ * diagonal d * (φ * φᵀ) := by unfold spectral; noncomm_ring
      _ = _ := by rw [hφ, mul_one]
  have h2 : φ * (spectral φ d * A) * φᵀ = diagonal d * (φ * A * φᵀ) := by
    calc _ = (φ * φᵀ) * (diagonal d * (φ * A * φᵀ)) := by unfold spectral; noncomm_ring
      _ = _ := by rw [hφ, one_mul]
  exact ⟨by rw [h1, Matrix.mul_diagonal], by rw [h2, Matrix.diagonal_mul]⟩
```

Normalisation matters even when the orbitals stay orthogonal. If the dimer's virtual orbital is doubled in length, \(H\) acquires the eigenvalue 4 and the actual response is \((-1/5,1/5)\), while the formula gives \((-2,2)\).

## A local potential

The perturbation is `diagonal (K *ᵥ r)`, a potential acting site by site. The matrix `K` and the vector `r` are otherwise arbitrary. By hand, locality reduces \(W_{ia}\) to a single sum over \(y\), which lets the response be written as \(\chi_0\) applied to a vector. The lemma `chi0_mulVec` reorders the sums to match.

```lean
/-- The response kernel applied to a potential `v` is twice the sum over occupied-virtual pairs of
orbital products, weighted by the matrix elements of `v` over the level differences. -/
theorem chi0_mulVec (φ : Matrix n n ℝ) (e : n → ℝ) (occ : Finset n) (v : n → ℝ) (x : n) :
    (chi0 φ e occ *ᵥ v) x = ∑ i ∈ occ, ∑ a ∈ occᶜ,
      2 * (φ i x * φ a x * ((∑ y, φ i y * v y * φ a y) / (e i - e a))) := by
  simp only [chi0, Matrix.mulVec, dotProduct, Matrix.of_apply, Finset.mul_sum,
    Finset.sum_mul, Finset.sum_div]
  rw [Finset.sum_comm]
  refine Finset.sum_congr rfl fun i _ => ?_
  rw [Finset.sum_comm]
  refine Finset.sum_congr rfl fun a _ => Finset.sum_congr rfl fun y _ => ?_
  ring
```

A non-local perturbation, such as a change in exact exchange, has off-diagonal elements that a vector \(v\) does not record. For a potential depending nonlinearly on the density, \(t\,\mathrm{Diag}(Kr)\) is the first-order part of its change; the theorem concerns that linear path and does not construct the SCF map itself.

## An occupied starting projector and separated levels

The hypothesis `hP0` fixes which orbitals are filled at \(t=0\). It supplies the \(n_p\) in the orbital equations, and the proof uses it in `rw [hP0] at r1 r2`. Without it, the constant path \(P(t)=1\) satisfies the remaining conditions for the dimer and has zero response.

The hypothesis `hgap` says that no occupied level equals a virtual one. Occupied levels need not be the lowest, and degeneracy within either set is allowed. By hand it permits the division by \(e_i-e_a\); in Lean this is the step `eq_div_iff`. Without it, give both dimer levels the value 0 and take \(v=0\). The projector onto \((\cos(\pi/4+t),\sin(\pi/4+t))\) then meets every other condition, and its density changes at the rate \((-1,1)\) although the potential does not change.

```lean
/-- Let `H` have orthonormal orbitals `φ_p` and levels `e_p`, no occupied level equal to a virtual
one. If symmetric projectors, differentiable at `t = 0`, commute with `H + t Diag(K r)` and start
from the occupied projector, the diagonal of their derivative is `χ₀ K r`. -/
theorem scf_jacobian {φ K P' : Matrix n n ℝ} {P : ℝ → Matrix n n ℝ} {e r : n → ℝ}
    {occ : Finset n} (hφ : φ * φᵀ = 1) (hgap : ∀ i ∈ occ, ∀ a ∉ occ, e i ≠ e a)
    (hP : HasEntryDeriv P P') (hP0 : P 0 = spectral φ (occupation occ))
    (h : IsDensityPath (spectral φ e) (diagonal (K *ᵥ r)) P) :
    P'.diag = chi0 φ e occ *ᵥ (K *ᵥ r) := by
  generalize K *ᵥ r = v at h ⊢
  obtain ⟨r1, hsym, r2⟩ := first_order_relations hP h
  rw [hP0] at r1 r2
  -- both relations between orbitals p and q
  have hrel : ∀ p q, (φ * P' * φᵀ) p q = (φ * P' * φᵀ) p q * occupation occ q
        + occupation occ p * (φ * P' * φᵀ) p q ∧
      (φ * diagonal v * φᵀ) p q * occupation occ q + e p * (φ * P' * φᵀ) p q
        = (φ * P' * φᵀ) p q * e q + occupation occ p * (φ * diagonal v * φᵀ) p q := by
    intro p q
    have h1 : (φ * P' * φᵀ) p q = (φ * (P' * spectral φ (occupation occ)
        + spectral φ (occupation occ) * P') * φᵀ) p q := by rw [← r1]
    have h2 : (φ * (diagonal v * spectral φ (occupation occ) + spectral φ e * P') * φᵀ) p q
        = (φ * (P' * spectral φ e + spectral φ (occupation occ) * diagonal v) * φᵀ) p q := by
      rw [r2]
    simp only [mul_add, add_mul, Matrix.add_apply] at h1 h2
    rw [(orbital_elements hφ _ _ _ _).1, (orbital_elements hφ _ _ _ _).2] at h1 h2
    rw [(orbital_elements hφ _ _ _ _).1, (orbital_elements hφ _ _ _ _).2] at h2
    exact ⟨h1, h2⟩
  have hS : spectral φ (occupation occ) * P'
      = φᵀ * (diagonal (occupation occ) * (φ * P' * φᵀ)) * φ := by
    calc _ = spectral φ (occupation occ) * P' * (φᵀ * φ) := by
          rw [mul_eq_one_comm.1 hφ, mul_one]
      _ = _ := by unfold spectral; noncomm_ring
  have hsw : (P' * spectral φ (occupation occ))ᵀ = spectral φ (occupation occ) * P' := by
    have hSt : (spectral φ (occupation occ))ᵀ = spectral φ (occupation occ) := by
      simp only [spectral, Matrix.transpose_mul, Matrix.transpose_transpose,
        Matrix.diagonal_transpose, Matrix.mul_assoc]
    rw [Matrix.transpose_mul, hsym, hSt]
  have hW : ∀ p q, (φ * diagonal v * φᵀ) p q = ∑ y, φ p y * v y * φ q y := by
    intro p q
    rw [Matrix.mul_apply]
    simp only [Matrix.mul_diagonal, Matrix.transpose_apply]
  ext x
  have hexp : ∀ Y : Matrix n n ℝ,
      (φᵀ * Y * φ) x x = ∑ p, ∑ q, φ p x * Y p q * φ q x := by
    intro Y
    simp only [Matrix.mul_apply, Matrix.transpose_apply, Finset.sum_mul]
    exact Finset.sum_comm
  -- by symmetry both terms of the linearised idempotency have the same diagonal
  have hd : P' x x = 2 * (spectral φ (occupation occ) * P') x x := by
    have a := congrFun (congrFun r1 x) x
    have b := congrFun (congrFun hsw x) x
    rw [Matrix.add_apply] at a
    rw [Matrix.transpose_apply] at b
    linarith
  rw [Matrix.diag_apply, hd, hS, hexp, chi0_mulVec]
  generalize φ * P' * φᵀ = X at hrel
  rw [← Finset.sum_subset (Finset.subset_univ occ), Finset.mul_sum]
  · refine Finset.sum_congr rfl fun i hi => ?_
    rw [← Finset.sum_subset (Finset.subset_univ occᶜ), Finset.mul_sum]
    · refine Finset.sum_congr rfl fun a ha => ?_
      have ha' : a ∉ occ := Finset.mem_compl.1 ha
      have e1 := (hrel i a).2
      simp only [occupation, hi, ha', if_true, if_false, hW] at e1
      have x1 : X i a = (∑ y, φ i y * v y * φ a y) / (e i - e a) := by
        rw [eq_div_iff (sub_ne_zero.2 (hgap i hi a ha'))]
        linear_combination e1
      simp only [Matrix.diagonal_mul, x1, occupation, hi, if_true]
      ring
    · intro j _ hj
      have hj' : j ∈ occ := by simpa using hj
      have e1 := (hrel i j).1
      simp only [occupation, hi, hj', if_true] at e1
      have x0 : X i j = 0 := by linarith
      simp only [Matrix.diagonal_mul, x0, mul_zero, zero_mul]
  · intro p _ hp
    refine Finset.sum_eq_zero fun q _ => ?_
    simp only [Matrix.diagonal_mul, occupation, hp, if_false, mul_zero, zero_mul]
```

In the proof, `hrel` contains the two orbital equations. The step `hd` uses symmetry to write \(P'(x,x)=2\,(P(0)P')(x,x)\), which accounts for the factor 2 and leaves only rows with \(p\) occupied. The expansion `hexp` then gives the double sum over orbitals. Occupied-occupied terms vanish by `x0`, and `x1` is \(X_{ia}=W_{ia}/(e_i-e_a)\). The virtual-virtual block is never needed.

## All the hypotheses met by a dimer

With \(K=1\) and \(r=(1,-1)\), the perturbed dimer has site energies \(t\) and \(-t\) and off-diagonal element \(-1\). Its lower eigenprojector is explicit:

\[
P(t)=\frac12\begin{pmatrix}1-tc&c\\c&1+tc\end{pmatrix},\qquad c=\frac1{\sqrt{1+t^2}} .
\]

```lean
/-- Symmetric and antisymmetric orbitals of a two-site dimer, with amplitude `s`. -/
def dimerOrbitals (s : ℝ) : Matrix (Fin 2) (Fin 2) ℝ := !![s, s; s, -s]

/-- A path of density matrices for a dimer with site energies `t` and `-t` and off-diagonal element
`-1`. -/
def dimerProjector (t : ℝ) : Matrix (Fin 2) (Fin 2) ℝ :=
  !![(1 - t * (√(1 + t ^ 2))⁻¹) / 2, (√(1 + t ^ 2))⁻¹ / 2;
     (√(1 + t ^ 2))⁻¹ / 2, (1 + t * (√(1 + t ^ 2))⁻¹) / 2]
```

Idempotency follows from \(c^2(1+t^2)=1\). Since \(c\) is stationary at \(t=0\), the derivative is \(\mathrm{Diag}(-1/2,1/2)\), so the hypotheses admit a case with a non-zero response.

```lean
/-- The dimer with levels `-1` and `1`, `K = 1` and `r = (1, -1)` meets the hypotheses of
`scf_jacobian`, and its density changes at the rate `(-1/2, 1/2)`. -/
theorem scf_jacobian_witness :
    dimerOrbitals √(1 / 2) * (dimerOrbitals √(1 / 2))ᵀ = 1 ∧
    (∀ i ∈ ({0} : Finset (Fin 2)), ∀ a ∉ ({0} : Finset (Fin 2)),
      (![-1, 1] : Fin 2 → ℝ) i ≠ (![-1, 1] : Fin 2 → ℝ) a) ∧
    HasEntryDeriv dimerProjector !![-1 / 2, 0; 0, 1 / 2] ∧
    dimerProjector 0 = spectral (dimerOrbitals √(1 / 2)) (occupation {0}) ∧
    IsDensityPath (spectral (dimerOrbitals √(1 / 2)) ![-1, 1])
      (diagonal ((1 : Matrix (Fin 2) (Fin 2) ℝ) *ᵥ ![1, -1])) dimerProjector := by
  have hs : √(1 / 2 : ℝ) * √(1 / 2 : ℝ) = 1 / 2 := Real.mul_self_sqrt (by norm_num)
  generalize √(1 / 2 : ℝ) = s at hs ⊢
  have hH : spectral (dimerOrbitals s) ![-1, 1] = !![0, -1; -1, 0] := by
    ext i j
    fin_cases i <;> fin_cases j <;> simp [spectral, dimerOrbitals, Matrix.mul_apply,
      Matrix.diagonal_apply, Fin.sum_univ_two] <;> linarith
  refine ⟨?_, ?_, ?_, ?_, ?_⟩
  · ext i j
    fin_cases i <;> fin_cases j <;>
      simp [dimerOrbitals, Matrix.mul_apply, Fin.sum_univ_two] <;> linarith
  · intro i hi a ha
    rw [Finset.mem_singleton] at hi ha
    subst hi
    fin_cases a
    · exact absurd rfl ha
    · norm_num
  · -- the inverse root is stationary at t = 0
    have h1 : HasDerivAt (fun t : ℝ => 1 + t ^ 2) 0 0 :=
      ((hasDerivAt_pow 2 (0 : ℝ)).const_add 1).congr_deriv (by norm_num)
    have hc : HasDerivAt (fun t : ℝ => (√(1 + t ^ 2))⁻¹) 0 0 :=
      ((h1.sqrt (by norm_num)).inv (by norm_num)).congr_deriv (by simp)
    have ht : HasDerivAt (fun t : ℝ => t * (√(1 + t ^ 2))⁻¹) 1 0 :=
      ((hasDerivAt_id' (0 : ℝ)).fun_mul hc).congr_deriv (by simp)
    intro x y
    fin_cases x <;> fin_cases y
    · exact (ht.const_sub 1).div_const 2
    · exact (hc.div_const 2).congr_deriv (zero_div 2)
    · exact (hc.div_const 2).congr_deriv (zero_div 2)
    · exact (ht.const_add 1).div_const 2
  · ext i j
    fin_cases i <;> fin_cases j <;> simp [dimerProjector, spectral, occupation, dimerOrbitals,
      Matrix.mul_apply, Matrix.diagonal_apply] <;> linarith
  · rw [hH]
    refine Filter.Eventually.of_forall fun t => ?_
    have hc : (√(1 + t ^ 2))⁻¹ * (√(1 + t ^ 2))⁻¹ * (1 + t ^ 2) = 1 := by
      rw [← mul_inv, Real.mul_self_sqrt (by positivity)]
      exact inv_mul_cancel₀ (by positivity)
    unfold dimerProjector
    generalize (√(1 + t ^ 2))⁻¹ = c at hc ⊢
    refine ⟨?_, ?_, ?_⟩ <;> ext i j
    · fin_cases i <;> fin_cases j <;>
        simp [Matrix.mul_apply, Fin.sum_univ_two] <;> nlinarith [hc]
    · fin_cases i <;> fin_cases j <;> rfl
    · fin_cases i <;> fin_cases j <;>
        simp [Matrix.mul_apply, Fin.sum_univ_two] <;> ring

end

end ScfJacobian
```

```lean
#print axioms ScfJacobian.chi0_mulVec
#print axioms ScfJacobian.scf_jacobian
```

```
'ScfJacobian.chi0_mulVec' depends on axioms: [propext, Classical.choice, Quot.sound]
'ScfJacobian.scf_jacobian' depends on axioms: [propext, Classical.choice, Quot.sound]
```
